# The squared Berry curvature of a single state is at most the determinant of its trace metric

## A state steered by two parameters

A normalised state u(s,t) depends on two real parameters, such as the two angles of a magnetic field acting on a spin or two components of a crystal momentum. Near a given point, one can ask how far the state moves when the parameters change, and how much Berry phase it collects around a small loop. The first is measured by a metric, the second by the Berry curvature. The two are linked: curvature requires motion.

Write <u|v> for the inner product, conjugate-linear in u, and let

a = ∂u/∂s,  b = ∂u/∂t.

Differentiating <u|u> = 1 gives <a|u> + <u|a> = 0, so <u|a> is purely imaginary, and so is <u|b>. The phase of u is arbitrary, but the projector P = |u><u| does not depend on it. Its derivatives are

X = |a><u| + |u><a|,  Y = |b><u| + |u><b|.

The metric has the entries tr(X²), tr(Y²) and tr(XY), and the curvature is w = i tr(P[X,Y]). The claim is

w = −2 Im<a|b>,  w² ≤ tr(X²) tr(Y²) − tr(XY)².

For one isolated band of a non-interacting tight-binding model with finitely many orthonormal orbitals, this says that the metric must be large wherever the Berry curvature is large.

## Removing the phase motion

Multiply u by a phase c that itself varies at the rate θ. The new state is cu and its velocity is c(a + iθu). The projector's derivative becomes

|c|² (|a><u| + iθ|u><u| + |u><a| − iθ|u><u|) = X.

Since <u|a> is imaginary, −<u|a> has the form iθ with θ real. The velocity a can therefore be replaced by its horizontal part without changing X, and likewise for b:

p = a − <u|a>u,  q = b − <u|b>u.

Both are orthogonal to u, because <u|p> = <u|a> − <u|a><u|u> = 0.

## The two traces

Put <u|a> = iα and <u|b> = iβ with α, β real. Using tr(|x><y|) = <y|x>, the four products in XY give

tr(XY) = <u|b><u|a> + <b|a> + <a|b> + <a|u><b|u>
= −αβ + 2 Re<a|b> − αβ
= 2(Re<a|b> − αβ).

For the curvature, Xu = a + <a|u>u = a − iαu = p, and Yu = q. Since X and Y are Hermitian,

tr(PXY) = <u|XY|u> = <p|q> = <a|b> − αβ.

Exchanging X and Y gives the complex conjugate, so

w = i(<p|q> − <q|p>) = −2 Im<p|q> = −2 Im<a|b>.

## Cauchy–Schwarz closes the gap

The trace formula applied to p and q, whose overlaps with u vanish, reads tr(XY) = 2 Re<p|q>. Hence

tr(X²) tr(Y²) − tr(XY)² − w²
= 4(<p|p><q|q> − (Re<p|q>)² − (Im<p|q>)²)
= 4(<p|p><q|q> − |<p|q>|²).

The last bracket is nonnegative by Cauchy–Schwarz, which proves the bound.

In a two-level system, the vectors orthogonal to u form a single complex line. Then p and q are linearly dependent, and the bound is an equality. With three levels there is room for a strict inequality: for the basis vectors u = e₀, a = e₁, b = e₂, one finds w = 0, tr(X²) = tr(Y²) = 2 and tr(XY) = 0, so the determinant is 4.

The same argument bounds the curvature by the trace of the metric. Dropping tr(XY)² and using the inequality between geometric and arithmetic means gives

|w| ≤ (tr(X²) + tr(Y²))/2,

a corollary that the file below does not contain.

## States, velocities and traces in Lean

A state is a function `n → ℂ` on a finite index type `n`, that is, a list of amplitudes in an orthonormal basis. `braket u a` is <u|a>, `ketbra a b` is the matrix |a><b|, and `tangent u a` is X. The definitions `metric` and `berryCurvature` are the traces tr(XY) and i tr(P[X,Y]) themselves, not the formulas derived from them.

The main theorem, `berryCurvature_bound`, takes three hypotheses. `h` says that u is normalised; `ha` and `hb` say that the overlaps of a and b with u have zero real part, which is the first-order condition for staying normalised. Its conclusion has two parts: the value −2 Im<a|b> of the curvature, and the inequality. Both traces are complex numbers by type, so the inequality is written with real parts. Nothing is lost, since `metric_eq` and `berryCurvature_eq` show that the traces are real under these hypotheses.

Two conventions are fixed. The metric tr(XY) is twice the quantum metric Re<p|q>, and the sign of w is that of the curvature ∂A_t/∂s − ∂A_s/∂t for the Berry connection with components A_s = i<u|a> and A_t = i<u|b>.

The parameters s and t do not appear in the file. The vectors a and b are arbitrary apart from `ha` and `hb`, and the statement concerns one point of parameter space, with no integral over a surface and no Chern number. It treats a single state in finite dimension, not a projector onto several occupied orbitals.

```lean
import Mathlib

open Matrix

namespace BerryCurvatureBound

noncomputable section

variable {n : Type*} [Fintype n]

/-- The overlap `<u|a>` of two state vectors, conjugate-linear in `u`. -/
def braket (u a : n → ℂ) : ℂ := star u ⬝ᵥ a

/-- The operator `|a><b|` as a matrix. -/
def ketbra (a b : n → ℂ) : Matrix n n ℂ := Matrix.vecMulVec a (star b)

/-- The first-order change `|a><u| + |u><a|` of the projector `|u><u|` when `u` moves with
velocity `a`. -/
def tangent (u a : n → ℂ) : Matrix n n ℂ := ketbra a u + ketbra u a

/-- The trace metric `tr(XY)` of the projector changes `X`, `Y` generated by `a` and `b`. -/
def metric (u a b : n → ℂ) : ℂ := (tangent u a * tangent u b).trace

/-- The Berry curvature `i tr(P[X, Y])` with `P = |u><u|` and `X`, `Y` the projector changes
generated by `a` and `b`. -/
def berryCurvature (u a b : n → ℂ) : ℂ :=
  Complex.I * (ketbra u u *
    (tangent u a * tangent u b - tangent u b * tangent u a)).trace

/-- The horizontal part `a - <u|a> u` of a velocity `a`. -/
def horizontal (u a : n → ℂ) : n → ℂ := a - braket u a • u

/-- Complex conjugation exchanges bra and ket. -/
theorem braket_star (u a : n → ℂ) : star (braket u a) = braket a u := by
  simp only [braket, dotProduct, star_sum, star_mul, Pi.star_apply, star_star]

lemma ketbra_mul (a b c d : n → ℂ) :
    ketbra a b * ketbra c d = braket b c • ketbra a d := by
  ext i j
  simp only [ketbra, braket, Matrix.mul_apply, Matrix.vecMulVec_apply, Matrix.smul_apply,
    smul_eq_mul, dotProduct, Finset.sum_mul]
  exact Finset.sum_congr rfl fun k _ => by ring

lemma trace_ketbra (a b : n → ℂ) : (ketbra a b).trace = braket b a := by
  simp only [ketbra, braket, Matrix.trace, Matrix.diag_apply, Matrix.vecMulVec_apply,
    dotProduct]
  exact Finset.sum_congr rfl fun k _ => mul_comm _ _

omit [Fintype n] in
/-- Gauge invariance: shifting the velocity `a` by a real multiple of `i u`, and then multiplying
both the state and the velocity by a factor `c` of modulus one, leaves the change of the projector
as it was. -/
theorem tangent_gauge (u a : n → ℂ) (c : ℂ) (θ : ℝ) (hc : ‖c‖ = 1) :
    tangent (c • u) (c • (a + ((θ : ℂ) * Complex.I) • u)) = tangent u a := by
  have hcc : c * starRingEnd ℂ c = 1 := by
    rw [Complex.mul_conj, Complex.normSq_eq_norm_sq, hc]
    norm_num
  ext i j
  simp only [tangent, ketbra, Matrix.add_apply, Matrix.vecMulVec_apply, Pi.star_apply,
    Pi.add_apply, Pi.smul_apply, smul_eq_mul, Complex.star_def, map_add, map_mul,
    Complex.conj_ofReal, Complex.conj_I]
  linear_combination (a i * starRingEnd ℂ (u j) + u i * starRingEnd ℂ (a j)) * hcc

lemma tangent_horizontal (u a : n → ℂ) (ha : (braket u a).re = 0) :
    tangent u (horizontal u a) = tangent u a := by
  have key := tangent_gauge u a 1 (-(braket u a).im) norm_one
  have e : ((-(braket u a).im : ℝ) : ℂ) * Complex.I = -braket u a :=
    Complex.ext (by simp [ha]) (by simp)
  rw [e] at key
  simp only [one_smul] at key
  rw [horizontal, sub_eq_add_neg, ← neg_smul]
  exact key

lemma braket_horizontal (u a : n → ℂ) (h : braket u u = 1) :
    braket u (horizontal u a) = 0 := by
  have e : braket u (horizontal u a) = braket u a - braket u a * braket u u := by
    simp only [braket, horizontal, dotProduct_sub, dotProduct_smul, smul_eq_mul]
  rw [e, h, mul_one, sub_self]

/-- For a unit vector `u` and velocities with purely imaginary overlap with `u`, the trace
metric is the real number `2 (Re<a|b> - Im<u|a> Im<u|b>)`. -/
theorem metric_eq (u a b : n → ℂ) (h : braket u u = 1)
    (ha : (braket u a).re = 0) (hb : (braket u b).re = 0) :
    metric u a b =
      ((2 * ((braket a b).re - (braket u a).im * (braket u b).im) : ℝ) : ℂ) := by
  simp only [metric, tangent, Matrix.add_mul, Matrix.mul_add, ketbra_mul, Matrix.trace_add,
    Matrix.trace_smul, trace_ketbra, smul_eq_mul, h, ← braket_star u a, ← braket_star u b,
    ← braket_star a b]
  apply Complex.ext <;> simp [ha, hb]
  ring

/-- For a unit vector `u` and velocities with purely imaginary overlap with `u`, the Berry
curvature is the real number `-2 Im<a|b>`. -/
theorem berryCurvature_eq (u a b : n → ℂ) (h : braket u u = 1)
    (ha : (braket u a).re = 0) (hb : (braket u b).re = 0) :
    berryCurvature u a b = ((-2 * (braket a b).im : ℝ) : ℂ) := by
  simp only [berryCurvature, tangent, Matrix.add_mul, Matrix.mul_add, Matrix.mul_sub,
    ketbra_mul, Matrix.mul_smul, Matrix.trace_add, Matrix.trace_sub, Matrix.trace_smul,
    trace_ketbra, smul_eq_mul, h, ← braket_star u a, ← braket_star u b, ← braket_star a b]
  apply Complex.ext <;> simp [ha, hb] <;> ring

/-- For a unit vector `u` and velocities with purely imaginary overlap with `u`, the metric
determinant exceeds the squared Berry curvature by four times the Cauchy-Schwarz defect of the
horizontal parts. -/
theorem metric_det_sub_curvature_sq (u a b : n → ℂ) (h : braket u u = 1)
    (ha : (braket u a).re = 0) (hb : (braket u b).re = 0) :
    (metric u a a).re * (metric u b b).re - (metric u a b).re ^ 2
        - (berryCurvature u a b).re ^ 2 =
      4 * ((braket (horizontal u a) (horizontal u a)).re *
          (braket (horizontal u b) (horizontal u b)).re
        - Complex.normSq (braket (horizontal u a) (horizontal u b))) := by
  have hp : ∀ c, braket u (horizontal u c) = 0 := fun c => braket_horizontal u c h
  -- metric and curvature only see the horizontal parts
  have m : ∀ c d, (braket u c).re = 0 → (braket u d).re = 0 →
      (metric u c d).re = 2 * (braket (horizontal u c) (horizontal u d)).re := by
    intro c d hc hd
    have e : metric u c d = metric u (horizontal u c) (horizontal u d) := by
      simp only [metric, tangent_horizontal u c hc, tangent_horizontal u d hd]
    rw [e, metric_eq _ _ _ h (by simp [hp]) (by simp [hp]), Complex.ofReal_re]
    simp only [hp, Complex.zero_im]
    ring
  have w : berryCurvature u a b = berryCurvature u (horizontal u a) (horizontal u b) := by
    simp only [berryCurvature, tangent_horizontal u a ha, tangent_horizontal u b hb]
  rw [m a a ha ha, m b b hb hb, m a b ha hb, w,
    berryCurvature_eq _ _ _ h (by simp [hp]) (by simp [hp]), Complex.ofReal_re,
    Complex.normSq_apply]
  ring

lemma normSq_braket_le (p q : n → ℂ) :
    Complex.normSq (braket p q) ≤ (braket p p).re * (braket q q).re := by
  have hre : ∀ r : n → ℂ, (braket r r).re = ∑ i, ‖r i‖ ^ 2 := by
    intro r
    simp only [braket, dotProduct, Complex.re_sum, Pi.star_apply]
    refine Finset.sum_congr rfl fun i _ => ?_
    rw [Complex.sq_norm, Complex.normSq_apply]
    simp [Complex.mul_re]
  have hn : ‖braket p q‖ ≤ ∑ i, ‖p i‖ * ‖q i‖ := by
    unfold braket dotProduct
    exact (norm_sum_le _ _).trans_eq (by simp)
  rw [hre, hre, Complex.normSq_eq_norm_sq]
  exact (pow_le_pow_left₀ (norm_nonneg _) hn 2).trans
    (Finset.sum_mul_sq_le_sq_mul_sq _ _ _)

/-- For a unit vector `u` and velocities with purely imaginary overlap with `u`, the Berry curvature
is `-2 Im<a|b>`, and its square is at most `tr(X²) tr(Y²) - tr(XY)²`, where `X` and `Y` are the
projector changes `tangent u a` and `tangent u b`. -/
theorem berryCurvature_bound (u a b : n → ℂ) (h : braket u u = 1)
    (ha : (braket u a).re = 0) (hb : (braket u b).re = 0) :
    berryCurvature u a b = ((-2 * (braket a b).im : ℝ) : ℂ) ∧
      (berryCurvature u a b).re ^ 2 ≤
        (metric u a a).re * (metric u b b).re - (metric u a b).re ^ 2 := by
  refine ⟨berryCurvature_eq u a b h ha hb, ?_⟩
  have gap := metric_det_sub_curvature_sq u a b h ha hb
  have cs := normSq_braket_le (horizontal u a) (horizontal u b)
  linarith

/-- In a two-level system the bound is an equality, for a unit vector `u` and velocities with
purely imaginary overlap with `u`. -/
theorem berryCurvature_sq_two_level (u a b : Fin 2 → ℂ) (h : braket u u = 1)
    (ha : (braket u a).re = 0) (hb : (braket u b).re = 0) :
    (berryCurvature u a b).re ^ 2 =
      (metric u a a).re * (metric u b b).re - (metric u a b).re ^ 2 := by
  have gap := metric_det_sub_curvature_sq u a b h ha hb
  have hp := braket_horizontal u a h
  have hq := braket_horizontal u b h
  generalize horizontal u a = p at gap hp
  generalize horizontal u b = q at gap hq
  simp only [braket, dotProduct, Fin.sum_univ_two, Pi.star_apply] at h hp hq
  -- two vectors orthogonal to `u` in two dimensions are parallel
  have e0 : star (u 0) * (p 0 * q 1 - p 1 * q 0) = 0 := by
    linear_combination q 1 * hp - p 1 * hq
  have e1 : star (u 1) * (p 0 * q 1 - p 1 * q 0) = 0 := by
    linear_combination p 0 * hq - q 0 * hp
  have hd : p 0 * q 1 - p 1 * q 0 = 0 := by
    linear_combination u 0 * e0 + u 1 * e1 - (p 0 * q 1 - p 1 * q 0) * h
  have lagrange : (braket p p).re * (braket q q).re - Complex.normSq (braket p q) =
      Complex.normSq (p 0 * q 1 - p 1 * q 0) := by
    simp [braket, dotProduct, Fin.sum_univ_two, Complex.normSq_apply]
    ring
  rw [lagrange, hd, map_zero] at gap
  linarith

/-- In a three-level system with `u`, `a`, `b` the three basis vectors, the Berry curvature is
zero while the metric determinant is four. -/
theorem three_level_strict :
    berryCurvature ![1, 0, 0] ![0, 1, 0] (![0, 0, 1] : Fin 3 → ℂ) = 0 ∧
      (metric ![1, 0, 0] ![0, 1, 0] (![0, 1, 0] : Fin 3 → ℂ)).re *
          (metric ![1, 0, 0] ![0, 0, 1] (![0, 0, 1] : Fin 3 → ℂ)).re
        - (metric ![1, 0, 0] ![0, 1, 0] (![0, 0, 1] : Fin 3 → ℂ)).re ^ 2 = 4 := by
  have h : braket ![1, 0, 0] (![1, 0, 0] : Fin 3 → ℂ) = 1 := by
    simp [braket, dotProduct, Fin.sum_univ_three]
  have ha : (braket ![1, 0, 0] (![0, 1, 0] : Fin 3 → ℂ)).re = 0 := by
    simp [braket, dotProduct, Fin.sum_univ_three]
  have hb : (braket ![1, 0, 0] (![0, 0, 1] : Fin 3 → ℂ)).re = 0 := by
    simp [braket, dotProduct, Fin.sum_univ_three]
  rw [berryCurvature_eq _ _ _ h ha hb, metric_eq _ _ _ h ha ha, metric_eq _ _ _ h hb hb,
    metric_eq _ _ _ h ha hb]
  simp only [Complex.ofReal_re]
  constructor
  · simp [braket, dotProduct, Fin.sum_univ_three]
  · have haa : braket ![0, 1, 0] (![0, 1, 0] : Fin 3 → ℂ) = 1 := by
      simp [braket, dotProduct, Fin.sum_univ_three]
    have hbb : braket ![0, 0, 1] (![0, 0, 1] : Fin 3 → ℂ) = 1 := by
      simp [braket, dotProduct, Fin.sum_univ_three]
    have hab : braket ![0, 1, 0] (![0, 0, 1] : Fin 3 → ℂ) = 0 := by
      simp [braket, dotProduct, Fin.sum_univ_three]
    have hua : braket ![1, 0, 0] (![0, 1, 0] : Fin 3 → ℂ) = 0 := by
      simp [braket, dotProduct, Fin.sum_univ_three]
    have hub : braket ![1, 0, 0] (![0, 0, 1] : Fin 3 → ℂ) = 0 := by
      simp [braket, dotProduct, Fin.sum_univ_three]
    rw [haa, hbb, hab, hua, hub]
    norm_num

end

end BerryCurvatureBound
```

```lean
#print axioms BerryCurvatureBound.berryCurvature_bound
-- 'BerryCurvatureBound.berryCurvature_bound' depends on axioms: [propext, Classical.choice, Quot.sound]
#print axioms BerryCurvatureBound.berryCurvature_sq_two_level
-- 'BerryCurvatureBound.berryCurvature_sq_two_level' depends on axioms: [propext, Classical.choice, Quot.sound]
#print axioms BerryCurvatureBound.three_level_strict
-- 'BerryCurvatureBound.three_level_strict' depends on axioms: [propext, Classical.choice, Quot.sound]
```

## From bra-ket algebra to the bound

`ketbra_mul` is the rule |a><b| |c><d| = <b|c> |a><d|, and `trace_ketbra` is tr(|a><b|) = <b|a>. Together with `braket_star`, which exchanges bra and ket by conjugation, they turn every trace into a polynomial in overlaps. In `metric_eq` and `berryCurvature_eq`, `simp only` performs this expansion, and `Complex.ext` then compares real and imaginary parts, where `ha` and `hb` remove the real parts of the overlaps with u.

`tangent_gauge` is the phase calculation, done entry by entry; `linear_combination` uses only that c times its conjugate is 1. `tangent_horizontal` is the special case c = 1, θ = −Im<u|a>. This is where the imaginary overlap matters for the reduction to p and q, because a phase change can remove only an imaginary component along u. `braket_horizontal` supplies <u|p> = 0.

`metric_det_sub_curvature_sq` is the gap identity. It replaces a and b by their horizontal parts in both traces, inserts the two formulas, and leaves the algebra to `ring`.

`normSq_braket_le` proves Cauchy–Schwarz for this inner product in two moves. The triangle inequality bounds |<p|q>| by the sum of |pᵢ||qᵢ|, and the real Cauchy–Schwarz inequality bounds the square of that sum. In `berryCurvature_bound`, `linarith` combines this with the gap identity.

For two levels, `berryCurvature_sq_two_level` works with the determinant D = p₀q₁ − p₁q₀. The orthogonality relations for p and q give u₀*D = 0 and u₁*D = 0, where the star denotes conjugation. Multiplying by u₀ and u₁ and adding gives D = 0, since u is normalised. The identity

<p|p><q|q> − |<p|q>|² = |D|²

then makes the gap vanish. `three_level_strict` evaluates the basis-vector example through the general formulas, after checking that its vectors satisfy their hypotheses.
